# For commuting link variables, the plaquette holonomies of a lattice rectangle multiply to its boundary holonomy

Q: What is a "boundary holonomy" here? If it is defined as a product of four sides with suitable inverses, the orientation has been put in by hand.

A: It is defined by walking. A path is a starting site and a list of unit steps, and one rule multiplies the links along any path, inverting those traversed backwards. Plaquettes and rectangle boundaries both use that rule.

In Lean 4 with Mathlib:

```lean
import Mathlib

open Finset

namespace DiscreteStokes

/-- A link field on the square lattice `ℤ²`: `hor x y` sits on the link from `(x, y)` to
`(x + 1, y)` and `ver x y` on the link from `(x, y)` to `(x, y + 1)`. -/
structure LinkField (G : Type*) where
  hor : ℤ → ℤ → G
  ver : ℤ → ℤ → G

/-- The four unit steps of a lattice path. -/
inductive Step
  | east
  | north
  | west
  | south

/-- Holonomy of the path with the given steps starting at `(x, y)`: the ordered product of the
link variables, a link traversed backwards contributing its inverse. -/
def holonomy {G : Type*} [Group G] (U : LinkField G) : List Step → ℤ → ℤ → G
  | [], _, _ => 1
  | Step.east :: l, x, y => U.hor x y * holonomy U l (x + 1) y
  | Step.north :: l, x, y => U.ver x y * holonomy U l x (y + 1)
  | Step.west :: l, x, y => (U.hor (x - 1) y)⁻¹ * holonomy U l (x - 1) y
  | Step.south :: l, x, y => (U.ver x (y - 1))⁻¹ * holonomy U l x (y - 1)

/-- The site reached by the path with the given steps starting at `(x, y)`. -/
def endpoint : List Step → ℤ → ℤ → ℤ × ℤ
  | [], x, y => (x, y)
  | Step.east :: l, x, y => endpoint l (x + 1) y
  | Step.north :: l, x, y => endpoint l x (y + 1)
  | Step.west :: l, x, y => endpoint l (x - 1) y
  | Step.south :: l, x, y => endpoint l x (y - 1)

/-- Counterclockwise holonomy around the unit square with lower left corner `(x, y)`. -/
def plaquette {G : Type*} [Group G] (U : LinkField G) (x y : ℤ) : G :=
  holonomy U [Step.east, Step.north, Step.west, Step.south] x y

/-- The counterclockwise boundary of an `a` by `b` rectangle, starting at its lower left corner:
`a` steps east, `b` north, `a` west, `b` south. -/
def boundary (a b : ℕ) : List Step :=
  List.replicate a Step.east ++ (List.replicate b Step.north ++
    (List.replicate a Step.west ++ List.replicate b Step.south))
```

Q: Where are the Bloch states?

A: They enter through the links. For a single isolated band on a two-dimensional $k$-mesh, let $|u_k\rangle$ be the cell-periodic part of the Bloch state. The link from $k$ to a neighbouring mesh point $k'$ is the normalised overlap $\langle u_k|u_{k'}\rangle/|\langle u_k|u_{k'}\rangle|$, provided that the overlap is nonzero. The file takes the links as given, with `hor x y` pointing east from $(x,y)$ and `ver x y` pointing north. Rephasing the states, $|u_k\rangle\to e^{i\theta_k}|u_k\rangle$, is the transformation `gauge` below, with `g` equal to $e^{-i\theta_k}$ at site $k$.

```lean
/-- Gauge transformation of a link field by a site function `g`: each link is multiplied by `g`
at its start and by `g⁻¹` at its end. -/
def gauge {G : Type*} [Group G] (g : ℤ → ℤ → G) (U : LinkField G) : LinkField G where
  hor x y := g x y * U.hor x y * (g (x + 1) y)⁻¹
  ver x y := g x y * U.ver x y * (g x (y + 1))⁻¹
```

Q: And the Brillouin torus?

A: `OppositeSidesAgree` requires equal links on opposite sides of the rectangle. If the rectangle spans the Brillouin zone, Bloch states chosen periodic in $k$ satisfy this: then $|u_{k+G}\rangle=e^{-iG\cdot r}|u_k\rangle$ for a reciprocal lattice vector $G$, and the factor $e^{-iG\cdot r}$ drops out of the overlaps. `Circle` is $U(1)$, `flux` is the plaquette phase in $(-\pi,\pi]$, and `chern` is the total flux over $2\pi$. The sign depends on convention: if the Berry connection is defined as $i\langle u_k|\nabla_k u_k\rangle$, Berry phases are minus the phases of these link products, and the corresponding Chern number is approximated by minus `chern`.

```lean
/-- Torus condition for the `a` by `b` rectangle at `(x, y)`: top and bottom sides carry the
same link variables, and so do the right and left sides. -/
def OppositeSidesAgree {G : Type*} (U : LinkField G) (a b : ℕ) (x y : ℤ) : Prop :=
  (∀ i : ℕ, i < a → U.hor (x + i) (y + b) = U.hor (x + i) y) ∧
  (∀ j : ℕ, j < b → U.ver (x + a) (y + j) = U.ver x (y + j))

/-- Flux through a plaquette of a `U(1)` link field: the principal argument of its holonomy. -/
noncomputable def flux (U : LinkField Circle) (x y : ℤ) : ℝ :=
  Complex.arg ((plaquette U x y : Circle) : ℂ)

/-- Lattice Chern number of the `a` by `b` rectangle at `(x, y)`: the sum of the plaquette
fluxes divided by `2π`. -/
noncomputable def chern (U : LinkField Circle) (a b : ℕ) (x y : ℤ) : ℝ :=
  (∑ i ∈ range a, ∑ j ∈ range b, flux U (x + i) (y + j)) / (2 * Real.pi)
```

The next two fields are test cases: a uniform flux per plaquette, and links that do not commute.

```lean
/-- The `U(1)` link field in Landau gauge with trivial horizontal links and vertical links
`exp (i x 2π / a)`. -/
noncomputable def landau (a : ℕ) : LinkField Circle where
  hor _ _ := 1
  ver x _ := Circle.exp ((x : ℝ) * (2 * Real.pi / a))

/-- A link field valued in the permutations of three objects, with one transposition on the
horizontal links starting at `x = 0` and another on the vertical links at `x = 2`. -/
def twisted : LinkField (Equiv.Perm (Fin 3)) where
  hor x _ := if x = 0 then Equiv.swap 0 1 else 1
  ver x _ := if x = 2 then Equiv.swap 1 2 else 1
```

Q: Derive the identity for me by hand.

A: Write $H(p,q)$ and $V(p,q)$ for the horizontal and vertical links. Since they commute, a plaquette is

$$P(p,q)=\frac{V(p+1,q)}{V(p,q)}\cdot\frac{H(p,q)}{H(p,q+1)}.$$

Take $p=x+i$, $q=y+j$ with $0\le i<a$, $0\le j<b$. Along a row and along a column, the interior links cancel:

$$\prod_{i}\frac{V(x+i+1,y+j)}{V(x+i,y+j)}=\frac{V(x+a,y+j)}{V(x,y+j)},\qquad \prod_{j}\frac{H(x+i,y+j)}{H(x+i,y+j+1)}=\frac{H(x+i,y)}{H(x+i,y+b)}.$$

Multiplying the first over $j$ and the second over $i$ leaves

$$\prod_{i,j}P(x+i,y+j)=\frac{\prod_i H(x+i,y)\,\prod_j V(x+a,y+j)}{\prod_i H(x+i,y+b)\,\prod_j V(x,y+j)}.$$

This is bottom times right, divided by top and left: the counterclockwise walk. If $a$ or $b$ is zero, the walk retraces itself and both sides are 1.

Q: Does the walking rule respect gauge freedom?

A: Yes. Induction on the path cancels `g` at each intermediate site, leaving only the ends. On a closed path in a commutative group, those cancel too.

```lean
/-- The plaquette holonomy is bottom link, right link, inverse top link, inverse left link. -/
theorem plaquette_eq {G : Type*} [Group G] (U : LinkField G) (x y : ℤ) :
    plaquette U x y = U.hor x y * U.ver (x + 1) y * (U.hor x (y + 1))⁻¹ * (U.ver x y)⁻¹ := by
  simp only [plaquette, holonomy, add_sub_cancel_right, mul_one, mul_assoc]

/-- Under a gauge transformation the holonomy of any path is multiplied by `g` at the start on
the left and by `g⁻¹` at the endpoint on the right. -/
theorem holonomy_gauge {G : Type*} [Group G] (g : ℤ → ℤ → G) (U : LinkField G)
    (l : List Step) (x y : ℤ) :
    holonomy (gauge g U) l x y =
      g x y * holonomy U l x y * (g (endpoint l x y).1 (endpoint l x y).2)⁻¹ := by
  induction l generalizing x y with
  | nil => simp [holonomy, endpoint]
  | cons s l ih =>
    -- the gauge factors at the intermediate site cancel
    cases s <;> simp only [holonomy, endpoint, ih] <;> simp [gauge, mul_assoc]

variable {G : Type*} [CommGroup G]

/-- In a commutative group the holonomy of a closed path is gauge invariant. -/
theorem holonomy_gauge_closed (g : ℤ → ℤ → G) (U : LinkField G) (l : List Step) (x y : ℤ)
    (h : endpoint l x y = (x, y)) :
    holonomy (gauge g U) l x y = holonomy U l x y := by
  rw [holonomy_gauge, h, mul_comm (g x y), mul_assoc]
  simp
```

Q: How does the file get from steps to sides?

A: By induction on the length of a straight run. `holonomy_boundary` then joins four runs.

```lean
/-- A run of `n` steps east contributes the product of the horizontal links it covers, and a run
of `n` steps west over the same links contributes the inverse product. -/
theorem holonomy_horizontal (U : LinkField G) (n : ℕ) (l : List Step) (x y : ℤ) :
    holonomy U (List.replicate n Step.east ++ l) x y =
        (∏ i ∈ range n, U.hor (x + i) y) * holonomy U l (x + n) y ∧
    holonomy U (List.replicate n Step.west ++ l) (x + n) y =
        (∏ i ∈ range n, U.hor (x + i) y)⁻¹ * holonomy U l x y := by
  constructor
  · induction n generalizing x with
    | zero => simp
    | succ n ih =>
      have e : ∀ k : ℕ, x + ((k + 1 : ℕ) : ℤ) = x + 1 + k := fun k => by push_cast; ring
      simp only [List.replicate_succ, List.cons_append, holonomy]
      rw [ih, Finset.prod_range_succ']
      simp only [e, Nat.cast_zero, add_zero]
      rw [← mul_assoc, mul_comm (U.hor x y)]
  · induction n with
    | zero => simp
    | succ n ih =>
      have e : x + ((n + 1 : ℕ) : ℤ) - 1 = x + n := by push_cast; ring
      simp only [List.replicate_succ, List.cons_append, holonomy]
      rw [e, ih, Finset.prod_range_succ, mul_inv_rev, mul_assoc]

/-- A run of `n` steps north contributes the product of the vertical links it covers, and a run
of `n` steps south over the same links contributes the inverse product. -/
theorem holonomy_vertical (U : LinkField G) (n : ℕ) (l : List Step) (x y : ℤ) :
    holonomy U (List.replicate n Step.north ++ l) x y =
        (∏ j ∈ range n, U.ver x (y + j)) * holonomy U l x (y + n) ∧
    holonomy U (List.replicate n Step.south ++ l) x (y + n) =
        (∏ j ∈ range n, U.ver x (y + j))⁻¹ * holonomy U l x y := by
  constructor
  · induction n generalizing y with
    | zero => simp
    | succ n ih =>
      have e : ∀ k : ℕ, y + ((k + 1 : ℕ) : ℤ) = y + 1 + k := fun k => by push_cast; ring
      simp only [List.replicate_succ, List.cons_append, holonomy]
      rw [ih, Finset.prod_range_succ']
      simp only [e, Nat.cast_zero, add_zero]
      rw [← mul_assoc, mul_comm (U.ver x y)]
  · induction n with
    | zero => simp
    | succ n ih =>
      have e : y + ((n + 1 : ℕ) : ℤ) - 1 = y + n := by push_cast; ring
      simp only [List.replicate_succ, List.cons_append, holonomy]
      rw [e, ih, Finset.prod_range_succ, mul_inv_rev, mul_assoc]

/-- The boundary holonomy of the rectangle is the product of the bottom and right links times
the inverse products of the top and left links. -/
theorem holonomy_boundary (U : LinkField G) (a b : ℕ) (x y : ℤ) :
    holonomy U (boundary a b) x y =
      (∏ i ∈ range a, U.hor (x + i) y) * (∏ j ∈ range b, U.ver (x + a) (y + j)) *
        (∏ i ∈ range a, U.hor (x + i) (y + b))⁻¹ * (∏ j ∈ range b, U.ver x (y + j))⁻¹ := by
  have hs := (holonomy_vertical U b [] x y).2
  rw [List.append_nil] at hs
  unfold boundary
  rw [(holonomy_horizontal U a _ x y).1, (holonomy_vertical U b _ (x + a) y).1,
    (holonomy_horizontal U a _ x (y + b)).2, hs]
  simp only [holonomy, mul_one, mul_assoc]
```

In `stokes`, `hsplit` is the factorisation of $P$, `telescope` is the cancellation, and `hv` and `hh` apply it to rows and columns. The final `calc` assembles the four sides.

```lean
/-- Discrete Stokes theorem: for links in a commutative group, the product of the plaquette
holonomies over an `a` by `b` rectangle equals the holonomy around its counterclockwise
boundary. -/
theorem stokes (U : LinkField G) (a b : ℕ) (x y : ℤ) :
    ∏ i ∈ range a, ∏ j ∈ range b, plaquette U (x + i) (y + j) =
      holonomy U (boundary a b) x y := by
  -- ratios of neighbouring values telescope
  have telescope : ∀ (f : ℤ → G) (z : ℤ) (n : ℕ),
      ∏ i ∈ range n, (f (z + i + 1) * (f (z + i))⁻¹) = f (z + n) * (f z)⁻¹ := by
    intro f z n
    induction n with
    | zero => simp
    | succ n ih =>
      have e : z + ((n + 1 : ℕ) : ℤ) = z + n + 1 := by push_cast; ring
      rw [Finset.prod_range_succ, ih, e, mul_comm (f (z + n) * (f z)⁻¹), mul_assoc,
        inv_mul_cancel_left]
  -- a plaquette is a ratio of vertical links times a ratio of horizontal links
  have hsplit : ∀ p q : ℤ, plaquette U p q =
      (U.ver (p + 1) q * (U.ver p q)⁻¹) * (U.hor p (q + 1) * (U.hor p q)⁻¹)⁻¹ := by
    intro p q
    rw [plaquette_eq, mul_inv_rev, inv_inv]
    ac_rfl
  -- interior vertical links cancel along each row
  have hv : ∏ i ∈ range a, ∏ j ∈ range b,
        (U.ver (x + i + 1) (y + j) * (U.ver (x + i) (y + j))⁻¹) =
      (∏ j ∈ range b, U.ver (x + a) (y + j)) * (∏ j ∈ range b, U.ver x (y + j))⁻¹ := by
    rw [Finset.prod_comm, ← Finset.prod_inv_distrib, ← Finset.prod_mul_distrib]
    exact Finset.prod_congr rfl fun j _ => telescope (fun p => U.ver p (y + j)) x a
  -- interior horizontal links cancel along each column
  have hh : ∏ i ∈ range a, ∏ j ∈ range b,
        (U.hor (x + i) (y + j + 1) * (U.hor (x + i) (y + j))⁻¹)⁻¹ =
      (∏ i ∈ range a, U.hor (x + i) y) * (∏ i ∈ range a, U.hor (x + i) (y + b))⁻¹ := by
    rw [← Finset.prod_inv_distrib, ← Finset.prod_mul_distrib]
    refine Finset.prod_congr rfl fun i _ => ?_
    have t : ∏ j ∈ range b, (U.hor (x + i) (y + j + 1) * (U.hor (x + i) (y + j))⁻¹) =
        U.hor (x + i) (y + b) * (U.hor (x + i) y)⁻¹ :=
      telescope (fun q => U.hor (x + i) q) y b
    rw [Finset.prod_inv_distrib, t, mul_inv_rev, inv_inv]
  calc ∏ i ∈ range a, ∏ j ∈ range b, plaquette U (x + i) (y + j)
      = (∏ i ∈ range a, ∏ j ∈ range b,
            (U.ver (x + i + 1) (y + j) * (U.ver (x + i) (y + j))⁻¹)) *
          (∏ i ∈ range a, ∏ j ∈ range b,
            (U.hor (x + i) (y + j + 1) * (U.hor (x + i) (y + j))⁻¹)⁻¹) := by
        rw [← Finset.prod_mul_distrib]
        refine Finset.prod_congr rfl fun i _ => ?_
        rw [← Finset.prod_mul_distrib]
        exact Finset.prod_congr rfl fun j _ => hsplit _ _
    _ = holonomy U (boundary a b) x y := by
        rw [hv, hh, holonomy_boundary]
        ac_rfl
```

Q: Why should the Chern number be an integer?

A: With opposite sides equal, the boundary holonomy is $ABA^{-1}B^{-1}=1$, where $A$ is the bottom product and $B$ the right one. For $U(1)$ links, exponentiating the summed fluxes gives the product of plaquettes, so the sum equals the boundary phase modulo $2\pi$. On the torus that phase is zero, and the sum is $2\pi n$.

```lean
/-- If opposite sides of the rectangle carry the same links, the product of all plaquette
holonomies is the identity. -/
theorem prod_plaquette_torus (U : LinkField G) (a b : ℕ) (x y : ℤ)
    (h : OppositeSidesAgree U a b x y) :
    ∏ i ∈ range a, ∏ j ∈ range b, plaquette U (x + i) (y + j) = 1 := by
  have h1 : ∏ i ∈ range a, U.hor (x + i) (y + b) = ∏ i ∈ range a, U.hor (x + i) y :=
    Finset.prod_congr rfl fun i hi => h.1 i (Finset.mem_range.mp hi)
  have h2 : ∏ j ∈ range b, U.ver (x + a) (y + j) = ∏ j ∈ range b, U.ver x (y + j) :=
    Finset.prod_congr rfl fun j hj => h.2 j (Finset.mem_range.mp hj)
  have key : ∀ A B : G, A * B * A⁻¹ * B⁻¹ = 1 := by
    intro A B
    rw [mul_comm A B]
    simp
  rw [stokes, holonomy_boundary, h1, h2]
  exact key _ _

/-- For `U(1)` links the sum of the plaquette fluxes over the rectangle equals the argument of
the boundary holonomy up to an integer multiple of `2π`. -/
theorem sum_flux_eq_boundary_phase (U : LinkField Circle) (a b : ℕ) (x y : ℤ) :
    ∃ n : ℤ, ∑ i ∈ range a, ∑ j ∈ range b, flux U (x + i) (y + j) =
      Complex.arg ((holonomy U (boundary a b) x y : Circle) : ℂ) + n * (2 * Real.pi) := by
  have expsum : ∀ (f : ℕ → ℝ) (n : ℕ),
      Circle.exp (∑ i ∈ range n, f i) = ∏ i ∈ range n, Circle.exp (f i) := by
    intro f n
    induction n with
    | zero => simp
    | succ n ih => rw [Finset.sum_range_succ, Finset.prod_range_succ, Circle.exp_add, ih]
  -- exponentiate both sides and use the Stokes theorem
  apply Circle.exp_eq_exp.mp
  rw [Circle.exp_arg, ← stokes, expsum]
  refine Finset.prod_congr rfl fun i _ => ?_
  rw [expsum]
  exact Finset.prod_congr rfl fun j _ => Circle.exp_arg _

/-- If opposite sides of the rectangle carry the same `U(1)` links, the lattice Chern number is
an integer. -/
theorem chern_integer (U : LinkField Circle) (a b : ℕ) (x y : ℤ)
    (h : OppositeSidesAgree U a b x y) :
    ∃ n : ℤ, chern U a b x y = n := by
  obtain ⟨n, hn⟩ := sum_flux_eq_boundary_phase U a b x y
  have hb : holonomy U (boundary a b) x y = 1 := by
    rw [← stokes]
    exact prod_plaquette_torus U a b x y h
  have h0 : Complex.arg ((1 : Circle) : ℂ) = 0 := by simp
  rw [hb, h0, zero_add] at hn
  refine ⟨n, ?_⟩
  unfold chern
  rw [hn]
  exact mul_div_cancel_right₀ _ Real.two_pi_pos.ne'
```

For an isolated band with Bloch states chosen periodic in $k$, this makes the link-variable Chern number an integer on any finite mesh that spans the Brillouin zone and has nonzero overlaps between neighbours. Agreement with the continuum Chern number is a separate question of mesh resolution.

Q: Perhaps that integer is always zero.

A: The Landau-gauge field has flux $2\pi/a$ per plaquette, hence total $2\pi b$ and Chern number $b$. The condition $a\ge2$ keeps each flux within the principal range.

```lean
/-- For `a ≥ 2` the Landau-gauge field has equal links on opposite sides of every `a` by `b`
rectangle, and its lattice Chern number there is `b`. -/
theorem chern_witness (a b : ℕ) (ha : 2 ≤ a) (x y : ℤ) :
    OppositeSidesAgree (landau a) a b x y ∧ chern (landau a) a b x y = b := by
  have ha2 : (2 : ℝ) ≤ a := by exact_mod_cast ha
  have hapos : (0 : ℝ) < a := by linarith
  have hne : (a : ℝ) ≠ 0 := hapos.ne'
  have hθ : (a : ℝ) * (2 * Real.pi / a) = 2 * Real.pi := by field_simp
  constructor
  · refine ⟨fun _ _ => rfl, fun j _ => ?_⟩
    show Circle.exp (((x + a : ℤ) : ℝ) * (2 * Real.pi / a)) =
      Circle.exp ((x : ℝ) * (2 * Real.pi / a))
    refine Circle.exp_eq_exp.mpr ⟨1, ?_⟩
    push_cast
    linear_combination hθ
  · -- every plaquette carries the flux 2π / a, which lies in (-π, π]
    have hflux : ∀ p q : ℤ, flux (landau a) p q = 2 * Real.pi / a := by
      intro p q
      have e : ((p + 1 : ℤ) : ℝ) * (2 * Real.pi / a) =
          2 * Real.pi / a + (p : ℝ) * (2 * Real.pi / a) := by
        push_cast
        ring
      have hp : plaquette (landau a) p q = Circle.exp (2 * Real.pi / a) := by
        rw [plaquette_eq]
        show (1 : Circle) * Circle.exp (((p + 1 : ℤ) : ℝ) * (2 * Real.pi / a)) * (1 : Circle)⁻¹ *
          (Circle.exp ((p : ℝ) * (2 * Real.pi / a)))⁻¹ = _
        rw [one_mul, inv_one, mul_one, e, Circle.exp_add, mul_inv_cancel_right]
      have hpos : 0 < 2 * Real.pi / a := by positivity
      have hlow : -Real.pi < 2 * Real.pi / a := by linarith [Real.pi_pos]
      have hup : 2 * Real.pi / a ≤ Real.pi := by
        rw [div_le_iff₀ hapos]
        nlinarith [Real.pi_pos]
      unfold flux
      rw [hp]
      exact Circle.arg_exp hlow hup
    unfold chern
    simp only [hflux, Finset.sum_const, Finset.card_range, nsmul_eq_mul]
    rw [div_eq_iff Real.two_pi_pos.ne']
    linear_combination (b : ℝ) * hθ
```

Q: And degenerate bands, with matrix links?

A: Commutativity matters. In `twisted`, with transpositions $s=(0\,1)$ and $t=(1\,2)$, the plaquettes are $1$ and $t$, but the boundary gives $sts\ne t$. `decide` checks both orders. For unitary matrix links, taking determinants restores a commutative problem.

```lean
/-- For the permutation-valued field `twisted` on the 2 by 1 rectangle at the origin, the product
of the two plaquette holonomies differs from the boundary holonomy in either order. -/
theorem stokes_fails_noncommutative :
    plaquette twisted 0 0 * plaquette twisted 1 0 ≠ holonomy twisted (boundary 2 1) 0 0 ∧
    plaquette twisted 1 0 * plaquette twisted 0 0 ≠ holonomy twisted (boundary 2 1) 0 0 := by
  constructor <;> decide

end DiscreteStokes
```

```lean
#print axioms DiscreteStokes.holonomy_gauge_closed
#print axioms DiscreteStokes.sum_flux_eq_boundary_phase
#print axioms DiscreteStokes.chern_integer
#print axioms DiscreteStokes.stokes_fails_noncommutative
```

```
'DiscreteStokes.holonomy_gauge_closed' depends on axioms: [propext, Quot.sound]
'DiscreteStokes.sum_flux_eq_boundary_phase' depends on axioms: [propext, Classical.choice, Quot.sound]
'DiscreteStokes.chern_integer' depends on axioms: [propext, Classical.choice, Quot.sound]
'DiscreteStokes.stokes_fails_noncommutative' depends on axioms: [propext, Classical.choice, Quot.sound]
```

Q: What if only the left and right sides agree?

A: The same cancellation leaves bottom divided by top. For $U(1)$ links, the flux through the strip is then the phase of the bottom product minus that of the top product, modulo $2\pi$. If the states at the left and right ends are also identified, both rows are closed loops and these phases are Berry phases, up to the sign convention. The file does not state this corollary.

Q: Would a periodic lattice have been a simpler model?

A: Indexing sites by integers modulo $a$ and $b$ would make periodicity automatic and remove the hypothesis on opposite sides. An open $a$ by $b$ rectangle with four independent sides would not fit on that lattice, whereas $\mathbb Z^2$ handles both cases.
